# A monotonically switched core hole leaves at most the sudden mean number of bosons in a linearly coupled mode that starts in its ground state, and a uniform ramp over whole periods leaves none

If a core hole appears gradually but its satellites are estimated as though it had appeared at once, they can get the wrong weight: the estimate assigns the same mean number of plasmons or phonons however long the switching took. The problems below find how that number depends on the switching, for a single undamped boson mode that starts in its ground state and is coupled linearly to the hole. Bosons are counted about the equilibrium that the mode has in the presence of the hole.

## The switched mode and its boson number

Let \(w\) be the frequency of the mode, with \(\hbar=1\), and let the full core hole move the equilibrium amplitude of the mode from \(0\) to \(-s\), where \(s\) is real and dimensionless. The hole is switched on at a rate \(f(t)\), so the switched fraction \(l(t)\) is the integral of \(f\) up to time \(t\).

```lean
import Mathlib

open MeasureTheory Filter Set
open Complex (I)
open scoped Topology

namespace ShakeSatellites

noncomputable section
```

A switching rate is nonnegative, integrable and of total integral one: the hole potential only grows, and ends at full strength.

```lean
/-- A switching rate: a nonnegative integrable function of time with integral one. -/
structure IsSwitchingRate (f : ℝ → ℝ) : Prop where
  nonneg : ∀ t, 0 ≤ f t
  integrable : Integrable f
  total : ∫ t, f t = 1
```

The mode responds to the Fourier amplitude of the rate,

\[
A(w,f)=\int_{-\infty}^{\infty} f(t)\,e^{iwt}\,dt .
\]

```lean
/-- The Fourier amplitude `∫ f(t) exp(iwt) dt` of the rate `f` at the boson frequency `w`. -/
def switchAmplitude (w : ℝ) (f : ℝ → ℝ) : ℂ :=
  ∫ t, (f t : ℂ) * Complex.exp (((w * t : ℝ) : ℂ) * I)
```

The mean number of bosons left in the mode, called the boson number below, is defined as \(N(s,w,f)=s^2|A(w,f)|^2\). Part (b) derives this expression from the equation of motion.

```lean
/-- The boson number `s² |∫ f(t) exp(iwt) dt|²` for a displacement `s` switched on at rate `f`. -/
def bosonNumber (s w : ℝ) (f : ℝ → ℝ) : ℝ := s ^ 2 * ‖switchAmplitude w f‖ ^ 2
```

The example is the uniform ramp \(f_T\), equal to \(1/T\) for \(0\le t<T\) and zero elsewhere. The half-open interval makes \(f_T\) the right derivative of the switched fraction even at the two corners.

```lean
/-- The uniform ramp of duration `T > 0`: rate `1/T` for `0 ≤ t < T`, and zero otherwise. -/
def ramp (T : ℝ) : ℝ → ℝ := (Ico 0 T).indicator fun _ => T⁻¹
```

The amplitude of the mode is treated as a complex function of time, the mean of the annihilation operator in a coherent state. The file constructs no Fock space and computes no spectrum.

## (a) Integrability of the rate times the boson phase

**Task.** For integrable \(f\) and real \(w\), show that \(f(t)e^{iwt}\) is integrable, with

\[
\int |f(t)e^{iwt}|\,dt=\int |f(t)|\,dt<\infty .
\]

**Solution.** The phase has modulus one, so the two integrands agree at every \(t\). The product is measurable because the phase is continuous.

The Lean statement is the integrability alone. `hf.norm.mono'` dominates the product by \(|f|\), and the two bullets supply measurability and the bound.

```lean
/-- An integrable rate stays integrable when multiplied by the oscillating boson phase. -/
theorem integrable_phase {f : ℝ → ℝ} (hf : Integrable f) (w : ℝ) :
    Integrable fun t => (f t : ℂ) * Complex.exp (((w * t : ℝ) : ℂ) * I) := by
  refine hf.norm.mono' ?_ (ae_of_all _ fun t => ?_)
  · exact (Complex.continuous_ofReal.comp_aestronglyMeasurable hf.1).mul
      (Continuous.aestronglyMeasurable (by fun_prop))
  · rw [norm_mul, Complex.norm_exp_ofReal_mul_I, mul_one, Complex.norm_real]
```

## (b) Bosons about the displaced equilibrium

**Task.** Let the coherent amplitude \(b\) obey \(b'=-iw(b+sl)\), with \(b\) and \(l\) tending to zero in the remote past. Show that

\[
\lim_{t\to\infty}|b(t)+s\,l(t)|^2=N(s,w,f).
\]

**Solution.** At switched fraction \(l\) the equilibrium amplitude is \(-sl\), so \(|b+sl|^2\) is the mean number of bosons about the displaced equilibrium. Pass to the rotating frame with \(y=e^{iwt}(b+sl)\). Then

\[
y'=iw\,e^{iwt}(b+sl)+e^{iwt}\bigl(-iw(b+sl)+sf\bigr)=s f e^{iwt}.
\]

Integration from \(-t\) to \(t\) gives

\[
y(t)=y(-t)+s\int_{-t}^{t}f(x)e^{iwx}\,dx .
\]

Since \(|y(-t)|=|b(-t)+s\,l(-t)|\to0\), the limit is \(y(t)\to sA(w,f)\). Taking the squared modulus removes the rotating phase and leaves \(s^2|A(w,f)|^2\).

In Lean, `hl` and `hl'` say that `l` is continuous with right derivative `f` everywhere, which admits ramps with corners but not a jump. The limits `hl0` and `hb0` stand for no hole and an unexcited mode at early times. Only integrability of `f` is assumed here, not its sign or total. The step `hder` is the derivative of \(y\), `hI` is the integrated equation, and `htop` lets the time window grow to the whole line.

```lean
/-- Let the coherent amplitude obey `b' = -iw(b + s l)`, where the continuous switched fraction `l`
has integrable right derivative `f`, and let `b` and `l` vanish in the remote past. Then the boson
number about the displaced equilibrium, `|b + s l|²`, tends to `bosonNumber s w f` at late times. -/
theorem tendsto_bosonNumber {s w : ℝ} {f l : ℝ → ℝ} {b : ℝ → ℂ} (hf : Integrable f)
    (hl : Continuous l) (hl' : ∀ t, HasDerivWithinAt l (f t) (Ioi t) t)
    (hl0 : Tendsto l atBot (𝓝 0))
    (hb : ∀ t, HasDerivAt b (-I * w * (b t + s * l t)) t) (hb0 : Tendsto b atBot (𝓝 0)) :
    Tendsto (fun t => ‖b t + s * l t‖ ^ 2) atTop (𝓝 (bosonNumber s w f)) := by
  -- pass to the rotating frame
  obtain ⟨y, hy⟩ : ∃ y : ℝ → ℂ, y = fun t =>
    Complex.exp (((w * t : ℝ) : ℂ) * I) * (b t + s * l t) := ⟨_, rfl⟩
  have hnorm : ∀ t, ‖y t‖ = ‖b t + s * l t‖ := by
    intro t
    simp only [hy, norm_mul, Complex.norm_exp_ofReal_mul_I, one_mul]
  have hbc : Continuous b := continuous_iff_continuousAt.2 fun t => (hb t).continuousAt
  have hyc : Continuous y := by
    rw [hy]
    exact (by fun_prop : Continuous fun t : ℝ => Complex.exp (((w * t : ℝ) : ℂ) * I)).mul
      (hbc.add (continuous_const.mul (Complex.continuous_ofReal.comp hl)))
  have hder : ∀ t, HasDerivWithinAt y
      ((s : ℂ) * ((f t : ℂ) * Complex.exp (((w * t : ℝ) : ℂ) * I))) (Ioi t) t := by
    intro t
    have h0 : HasDerivAt (fun t : ℝ => w * t) w t :=
      ((hasDerivAt_id' t).const_mul w).congr_deriv (mul_one w)
    have h1 := (h0.ofReal_comp.mul_const I).cexp
    have h2 : HasDerivWithinAt (fun x => (l x : ℂ)) (f t : ℂ) (Ioi t) t :=
      Complex.ofRealCLM.hasFDerivAt.comp_hasDerivWithinAt t (hl' t)
    rw [hy]
    exact (h1.hasDerivWithinAt.fun_mul
      ((hb t).hasDerivWithinAt.fun_add (h2.const_mul (s : ℂ)))).congr_deriv (by ring)
  have hG := (integrable_phase hf w).const_mul (s : ℂ)
  have hI : ∀ t, y t = (∫ x in (-t)..t,
      (s : ℂ) * ((f x : ℂ) * Complex.exp (((w * x : ℝ) : ℂ) * I))) + y (-t) := by
    intro t
    rw [intervalIntegral.integral_eq_sub_of_hasDeriv_right hyc.continuousOn
      (fun x _ => hder x) hG.intervalIntegrable]
    ring
  have h0 : Tendsto (fun t => b t + s * l t) atBot (𝓝 0) := by
    have h1 : Tendsto (fun t => (l t : ℂ)) atBot (𝓝 ((0 : ℝ) : ℂ)) :=
      (Complex.continuous_ofReal.tendsto 0).comp hl0
    simpa using hb0.add (h1.const_mul (s : ℂ))
  have hy0 : Tendsto y atBot (𝓝 0) :=
    tendsto_zero_iff_norm_tendsto_zero.2 (by simpa only [hnorm, norm_zero] using h0.norm)
  -- let the time window grow to the whole line
  have htop := ((intervalIntegral_tendsto_integral hG tendsto_neg_atTop_atBot tendsto_id).add
    (hy0.comp tendsto_neg_atTop_atBot)).congr fun t => (hI t).symm
  have h := htop.norm.pow 2
  rw [add_zero, integral_const_mul, norm_mul, mul_pow, Complex.norm_real, Real.norm_eq_abs,
    sq_abs] at h
  simp only [hnorm] at h
  exact h
```

## (c) The upper bound

**Task.** For every switching rate \(f\) and all real \(s,w\), show that

\[
N(s,w,f)\le s^2 .
\]

**Solution.** By the triangle inequality for integrals,

\[
|A(w,f)|\le\int|f(t)e^{iwt}|\,dt=\int f(t)\,dt=1 .
\]

Squaring and multiplying by \(s^2\ge0\) gives the bound.

The triangle inequality is `norm_integral_le_integral_norm`. The field `hf.nonneg` removes the absolute value and `hf.total` evaluates the integral.

```lean
/-- For every switching rate the boson number is at most `s²`. -/
theorem bosonNumber_le {f : ℝ → ℝ} (hf : IsSwitchingRate f) (s w : ℝ) :
    bosonNumber s w f ≤ s ^ 2 := by
  have h : ‖switchAmplitude w f‖ ≤ 1 := by
    refine (norm_integral_le_integral_norm _).trans (le_of_eq ?_)
    rw [← hf.total]
    refine integral_congr_ae (ae_of_all _ fun t => ?_)
    simp only [norm_mul, Complex.norm_exp_ofReal_mul_I, mul_one, Complex.norm_real,
      Real.norm_of_nonneg (hf.nonneg t)]
  exact mul_le_of_le_one_right (sq_nonneg s) (pow_le_one₀ (norm_nonneg _) h)
```

## (d) The sudden limit

**Task.** Compress a fixed profile in time, \(f_\tau(t)=\tau^{-1}f(\tau^{-1}t)\) with \(\tau>0\). Show that

\[
\lim_{\tau\to0^+}N(s,w,f_\tau)=s^2 ,
\]

so that the bound in (c) is the sudden value.

**Solution.** Substituting \(u=t/\tau\),

\[
A(w,f_\tau)=\int f(u)e^{iw\tau u}\,du=A(w\tau,f).
\]

Compressing time therefore acts like lowering the frequency. As \(\tau\to0^+\) the integrand tends to \(f(u)\) and stays bounded in modulus by the integrable function \(|f(u)|\). Dominated convergence gives \(A(w\tau,f)\to A(0,f)=1\), hence \(N\to s^2\).

The notation `𝓝[>] 0` means that `τ` approaches zero from above. In the proof, `hcont` is continuity in the frequency by dominated convergence, `hzero` is the value at zero frequency, and `hs` is the substitution.

```lean
/-- Sudden limit: when any switching profile is compressed in time by a factor `τ → 0⁺`,
the boson number tends to `s²`. -/
theorem tendsto_sudden {f : ℝ → ℝ} (hf : IsSwitchingRate f) (s w : ℝ) :
    Tendsto (fun τ : ℝ => bosonNumber s w fun t => τ⁻¹ * f (τ⁻¹ * t)) (𝓝[>] 0)
      (𝓝 (s ^ 2)) := by
  have hcont : Continuous fun v => switchAmplitude v f := by
    refine continuous_of_dominated (fun v => (integrable_phase hf.integrable v).1)
      (fun v => ae_of_all _ fun t => ?_) hf.integrable.norm (ae_of_all _ fun t => by fun_prop)
    rw [norm_mul, Complex.norm_exp_ofReal_mul_I, mul_one, Complex.norm_real]
  have hzero : switchAmplitude (w * 0) f = 1 := by
    have h : ∫ t, (f t : ℂ) = ((∫ t, f t : ℝ) : ℂ) := integral_ofReal
    simp only [switchAmplitude, mul_zero, zero_mul, Complex.ofReal_zero, Complex.exp_zero,
      mul_one]
    rw [h, hf.total, Complex.ofReal_one]
  have hlim : Tendsto (fun τ : ℝ => bosonNumber s (w * τ) f) (𝓝[>] 0) (𝓝 (s ^ 2)) := by
    have h : Continuous fun τ : ℝ => s ^ 2 * ‖switchAmplitude (w * τ) f‖ ^ 2 :=
      continuous_const.mul ((hcont.comp (continuous_const.mul continuous_id)).norm.pow 2)
    have h0 := (h.tendsto 0).mono_left (nhdsWithin_le_nhds (s := Ioi 0))
    rw [hzero, norm_one, one_pow, mul_one] at h0
    exact h0
  refine hlim.congr' ?_
  filter_upwards [self_mem_nhdsWithin] with τ hτ
  have hτ0 : 0 < τ := hτ
  have hτc : (τ : ℂ) ≠ 0 := by exact_mod_cast hτ0.ne'
  -- compressing time by `τ` is the same as lowering the frequency to `w τ`
  have h : ∫ t, (f (τ⁻¹ * t) : ℂ) * Complex.exp (((w * τ * (τ⁻¹ * t) : ℝ) : ℂ) * I) =
      τ • switchAmplitude (w * τ) f := by
    have h1 := Measure.integral_comp_mul_left
      (fun x : ℝ => (f x : ℂ) * Complex.exp (((w * τ * x : ℝ) : ℂ) * I)) τ⁻¹
    rw [inv_inv, abs_of_pos hτ0] at h1
    exact h1
  have hs : switchAmplitude w (fun t => τ⁻¹ * f (τ⁻¹ * t)) = switchAmplitude (w * τ) f := by
    calc _ = ∫ t, (τ : ℂ)⁻¹ * ((f (τ⁻¹ * t) : ℂ) *
          Complex.exp (((w * τ * (τ⁻¹ * t) : ℝ) : ℂ) * I)) := by
          refine integral_congr_ae (ae_of_all _ fun t => ?_)
          have h2 : w * τ * (τ⁻¹ * t) = w * t := by
            rw [mul_assoc, mul_inv_cancel_left₀ hτ0.ne']
          simp only [h2, Complex.ofReal_mul, Complex.ofReal_inv, mul_assoc]
      _ = _ := by
          rw [integral_const_mul, h, Complex.real_smul, inv_mul_cancel_left₀ hτc]
  rw [bosonNumber, bosonNumber, hs]
```

## (e) Normalisation of the uniform ramp

**Task.** For \(T>0\), show that \(f_T\) is a switching rate, in particular that

\[
\int f_T(t)\,dt=1 .
\]

**Solution.** The function is nonnegative because \(1/T>0\), and integrable because it is constant on a bounded interval and zero elsewhere. Its integral is \(T\cdot T^{-1}=1\). Parts (c) and (d) therefore apply to it.

The Lean proof fills the three fields of `IsSwitchingRate` in the same order.

```lean
/-- The uniform ramp of duration `T > 0` is a switching rate. -/
theorem isSwitchingRate_ramp {T : ℝ} (hT : 0 < T) : IsSwitchingRate (ramp T) where
  nonneg t := indicator_nonneg (fun _ _ => inv_nonneg.2 hT.le) t
  integrable := (integrable_indicator_iff measurableSet_Ico).2
    (continuousOn_const.integrableOn_Icc.mono_set Ico_subset_Icc_self)
  total := by
    unfold ramp
    rw [integral_indicator measurableSet_Ico, integral_Ico_eq_integral_Ioc,
      ← intervalIntegral.integral_of_le hT.le, intervalIntegral.integral_const, sub_zero,
      smul_eq_mul, mul_inv_cancel₀ hT.ne']
```

## (f) Fourier amplitude of the ramp

**Task.** For \(w\ne0\) and \(T>0\), show that

\[
A(w,f_T)=e^{iwT/2}\,\frac{2\sin(wT/2)}{wT}.
\]

**Solution.** Integrate the exponential and take out half of the phase:

\[
\frac1T\int_0^T e^{iwt}\,dt=\frac{e^{iwT}-1}{iwT}
=e^{iwT/2}\,\frac{e^{iwT/2}-e^{-iwT/2}}{iwT}.
\]

The last numerator is \(2i\sin(wT/2)\), and the factors of \(i\) cancel.

Here `h1` reduces the integral over the line to one over the ramp, and `hE` splits \(e^{iwT}\) into two equal half-phases. The identity `key` is the half-angle factorisation, obtained from \(\sin^2z+\cos^2z=1\) and \(i^2=-1\), and `fin` cancels the remaining factors.

```lean
/-- For `w ≠ 0` and `T > 0` the Fourier amplitude of the uniform ramp is
`exp(iwT/2) · 2 sin(wT/2)/(wT)`. -/
theorem switchAmplitude_ramp {w T : ℝ} (hw : w ≠ 0) (hT : 0 < T) :
    switchAmplitude w (ramp T) = Complex.exp (((w * T / 2 : ℝ) : ℂ) * I) *
      ((2 * Real.sin (w * T / 2) / (w * T) : ℝ) : ℂ) := by
  have h1 : switchAmplitude w (ramp T) =
      (T : ℂ)⁻¹ * ∫ t in (0 : ℝ)..T, Complex.exp ((w : ℂ) * I * t) := by
    unfold switchAmplitude
    rw [intervalIntegral.integral_of_le hT.le, ← integral_Ico_eq_integral_Ioc,
      ← integral_const_mul, ← integral_indicator measurableSet_Ico]
    refine integral_congr_ae (ae_of_all _ fun t => ?_)
    have e : ((w * t : ℝ) : ℂ) * I = (w : ℂ) * I * t := by
      push_cast
      ring
    by_cases ht : t ∈ Ico 0 T
    · simp only [ramp, indicator_of_mem ht, e, Complex.ofReal_inv]
    · simp only [ramp, indicator_of_notMem ht, Complex.ofReal_zero, zero_mul]
  have hwc : (w : ℂ) ≠ 0 := by exact_mod_cast hw
  have hTc : (T : ℂ) ≠ 0 := by exact_mod_cast hT.ne'
  have hI := Complex.I_ne_zero
  have hE : Complex.exp ((w : ℂ) * I * T) = Complex.exp (((w * T / 2 : ℝ) : ℂ) * I) *
      Complex.exp (((w * T / 2 : ℝ) : ℂ) * I) := by
    rw [← Complex.exp_add]
    congr 1
    push_cast
    ring
  -- half-angle factorisation of `exp(iwT) - 1`
  have key : ∀ z : ℂ, Complex.exp (z * I) * Complex.exp (z * I) - 1 =
      Complex.exp (z * I) * (2 * Complex.sin z * I) := by
    intro z
    rw [Complex.exp_mul_I]
    linear_combination Complex.sin_sq_add_cos_sq z - Complex.sin z ^ 2 * Complex.I_sq
  have fin : ∀ E S : ℂ, (T : ℂ)⁻¹ * (E * (2 * S * I) / (w * I)) = E * (2 * S / (w * T)) := by
    intro E S
    field_simp
  rw [h1, integral_exp_mul_complex (mul_ne_zero hwc hI), hE, Complex.ofReal_zero, mul_zero,
    Complex.exp_zero, key, fin]
  simp only [Complex.ofReal_div, Complex.ofReal_mul, Complex.ofReal_sin, Complex.ofReal_ofNat]
```

## (g) Boson number after the ramp

**Task.** Under the same conditions, show that

\[
N(s,w,f_T)=s^2\left(\frac{2\sin(wT/2)}{wT}\right)^2 .
\]

**Solution.** In (f) the phase has modulus one and the other factor is real. The squared modulus is therefore the square of that factor, and multiplication by \(s^2\) gives the result.

For a very short ramp, \(wT\to0\), the ratio \(\sin(wT/2)/(wT/2)\) tends to one and \(N\) tends to \(s^2\), in agreement with (d).

The Lean proof rewrites with (f) and then simplifies the norm.

```lean
/-- A uniform ramp of duration `T > 0` leaves `s² (2 sin(wT/2)/(wT))²` bosons of
frequency `w ≠ 0`. -/
theorem bosonNumber_ramp (s : ℝ) {w T : ℝ} (hw : w ≠ 0) (hT : 0 < T) :
    bosonNumber s w (ramp T) = s ^ 2 * (2 * Real.sin (w * T / 2) / (w * T)) ^ 2 := by
  rw [bosonNumber, switchAmplitude_ramp hw hT, norm_mul, Complex.norm_exp_ofReal_mul_I,
    one_mul, Complex.norm_real, Real.norm_eq_abs, sq_abs]
```

## (h) Ramps that leave no bosons

**Task.** For \(s\ne0\), \(w>0\) and \(T>0\), show that

\[
N(s,w,f_T)=0\iff wT=2\pi n\ \text{ for some integer } n\ge1 .
\]

**Solution.** Since \(s\) and \(wT\) are nonzero, (g) shows that \(N\) vanishes exactly when \(\sin(wT/2)=0\), that is, when \(wT/2=n\pi\) for an integer \(n\). Because \(wT>0\), this integer is positive. The ramp then lasts \(n\) full boson periods. With \(s=0\) the number would vanish for every \(T\), and the equivalence would fail.

In the forward direction `Real.sin_eq_zero_iff` supplies an integer, `hn0` shows that it is positive, and it is then converted to the natural number in the statement. The reverse direction inserts \(wT/2=n\pi\) into the sine.

For a real-time simulation of a core hole in this one-mode linear model, the ramp time thus affects the result: a uniform ramp over whole periods leaves no bosons at all.

```lean
/-- For `s ≠ 0`, `w > 0` and `T > 0`, the uniform ramp leaves no bosons exactly when `wT` is a
positive integer multiple of `2π`. -/
theorem bosonNumber_ramp_eq_zero_iff {s w T : ℝ} (hs : s ≠ 0) (hw : 0 < w) (hT : 0 < T) :
    bosonNumber s w (ramp T) = 0 ↔ ∃ n : ℕ, 0 < n ∧ w * T = n * (2 * Real.pi) := by
  have hwT : 0 < w * T := mul_pos hw hT
  rw [bosonNumber_ramp s hw.ne' hT]
  constructor
  · intro h
    have h1 := (pow_eq_zero_iff two_ne_zero).1
      ((mul_eq_zero.1 h).resolve_left (pow_ne_zero 2 hs))
    have h2 := (div_eq_zero_iff.1 h1).resolve_right hwT.ne'
    obtain ⟨n, hn⟩ := Real.sin_eq_zero_iff.1 (by linarith : Real.sin (w * T / 2) = 0)
    have hn0 : (0 : ℝ) < n := by
      by_contra hneg
      nlinarith [Real.pi_pos, not_lt.1 hneg]
    have hn1 : 0 < n := by exact_mod_cast hn0
    obtain ⟨m, rfl⟩ := Int.eq_ofNat_of_zero_le hn1.le
    refine ⟨m, by exact_mod_cast hn1, ?_⟩
    rw [Int.cast_natCast] at hn
    linarith
  · rintro ⟨n, -, hn⟩
    have h : Real.sin (w * T / 2) = 0 := by
      rw [hn, show (n : ℝ) * (2 * Real.pi) / 2 = n * Real.pi by ring]
      exact Real.sin_nat_mul_pi n
    rw [h, mul_zero, zero_div, zero_pow two_ne_zero, mul_zero]

end

end ShakeSatellites
```

```lean
#print axioms ShakeSatellites.bosonNumber_le
#print axioms ShakeSatellites.tendsto_sudden
#print axioms ShakeSatellites.isSwitchingRate_ramp
#print axioms ShakeSatellites.bosonNumber_ramp_eq_zero_iff
```

```
'ShakeSatellites.bosonNumber_le' depends on axioms: [propext, Classical.choice, Quot.sound]
'ShakeSatellites.tendsto_sudden' depends on axioms: [propext, Classical.choice, Quot.sound]
'ShakeSatellites.isSwitchingRate_ramp' depends on axioms: [propext, Classical.choice, Quot.sound]
'ShakeSatellites.bosonNumber_ramp_eq_zero_iff' depends on axioms: [propext, Classical.choice, Quot.sound]
```
